# exp(A) exp(B) = exp(A + B + [A,B]/2) for strictly upper triangular real 3×3 matrices

The Heisenberg algebra is taken here as a concrete space of matrices: the real 3×3 matrices whose entries on and below the diagonal vanish. It shares with position and momentum the property that the commutator of two elements commutes with every element. It does not contain x and p themselves, which are unbounded operators on an infinite-dimensional space. Here a nonzero commutator has a single nonzero entry, in the upper right corner, and is not a multiple of the identity.

With this choice, every exponential is a polynomial, and identities for products of exponentials can be checked entry by entry. A time step t needs no separate symbol, because tA lies in the algebra whenever A does.

## The matrices and their commutator

```lean
import Mathlib

open Matrix

namespace HeisenbergBCH

noncomputable section
```

The first line loads Mathlib, Lean's mathematical library. The namespace puts the prefix `HeisenbergBCH` on every name defined below.

```lean
/-- The Heisenberg algebra: real 3 by 3 matrices whose entries on and below the diagonal
vanish. -/
def strictUpper : Submodule ℝ (Matrix (Fin 3) (Fin 3) ℝ) where
  carrier := {X | ∀ i j, j ≤ i → X i j = 0}
  zero_mem' := by
    intro i j _
    rfl
  add_mem' := by
    intro X Y hX hY i j h
    rw [Matrix.add_apply, hX i j h, hY i j h, add_zero]
  smul_mem' := by
    intro r X hX i j h
    rw [Matrix.smul_apply, hX i j h, smul_zero]
```

`Matrix (Fin 3) (Fin 3) ℝ` is the type of real 3×3 matrices. Lean counts rows and columns from 0, so the indices are 0, 1, 2, and the upper right corner is the entry (0,2). The text below uses the same numbering.

A `Submodule ℝ` is a real linear subspace. Its `carrier` is the defining condition: X i j = 0 whenever j ≤ i. The other three fields prove that the zero matrix satisfies this condition and that sums and real multiples preserve it.

```lean
/-- The commutator `[A, B] = A B - B A`. -/
def comm (A B : Matrix (Fin 3) (Fin 3) ℝ) : Matrix (Fin 3) (Fin 3) ℝ :=
  A * B - B * A
```

This is the usual commutator, [A,B] = AB − BA, defined for all real 3×3 matrices.

```lean
variable {A B X : Matrix (Fin 3) (Fin 3) ℝ}

/-- An element of the Heisenberg algebra is given by three real numbers above the diagonal. -/
theorem exists_entries (hX : X ∈ strictUpper) :
    ∃ a b c : ℝ, X = !![0, a, c; 0, 0, b; 0, 0, 0] := by
  have h00 : X 0 0 = 0 := hX 0 0 (by decide)
  have h10 : X 1 0 = 0 := hX 1 0 (by decide)
  have h11 : X 1 1 = 0 := hX 1 1 (by decide)
  have h20 : X 2 0 = 0 := hX 2 0 (by decide)
  have h21 : X 2 1 = 0 := hX 2 1 (by decide)
  have h22 : X 2 2 = 0 := hX 2 2 (by decide)
  refine ⟨X 0 1, X 1 2, X 0 2, ?_⟩
  ext i j
  fin_cases i <;> fin_cases j <;> simp [h00, h10, h11, h20, h21, h22]
```

The `variable` line lets A, B and X stand for arbitrary real 3×3 matrices from here on. In a theorem, the hypotheses come in parentheses, the claim follows the colon, and the proof follows `:= by`. Here the hypothesis `hX` says that X lies in the algebra, and the claim is that, with rows separated by semicolons,

X = (0, a, c; 0, 0, b; 0, 0, 0)

for some real a, b, c. The proof reads six zeros off the definition and takes the remaining three entries as a, b and c. Then `ext` reduces the matrix equation to its entries, `fin_cases` lists the nine index pairs, and `simp` settles each one. Most of the later proofs follow this pattern.

```lean
/-- The cube of every element of the Heisenberg algebra is zero. -/
theorem cube_eq_zero (hX : X ∈ strictUpper) : X ^ 3 = 0 := by
  obtain ⟨a, b, c, rfl⟩ := exists_entries hX
  rw [pow_succ, pow_two]
  ext i j
  fin_cases i <;> fin_cases j <;> simp [Matrix.mul_apply, Fin.sum_univ_three]
```

By hand, X² has only one entry that can be nonzero, namely ab at (0,2). Multiplying by X once more pairs that entry with the last row of X, which is zero, so X³ = 0. The proof inserts the three-parameter form and multiplies out.

```lean
/-- The commutator of two elements of the Heisenberg algebra lies in the algebra. -/
theorem comm_mem (hA : A ∈ strictUpper) (hB : B ∈ strictUpper) :
    comm A B ∈ strictUpper := by
  obtain ⟨a, b, c, rfl⟩ := exists_entries hA
  obtain ⟨a', b', c', rfl⟩ := exists_entries hB
  intro i j h
  revert h
  fin_cases i <;> fin_cases j <;> simp [comm]
```

Write a, b, c for the entries of A and a', b', c' for those of B. The product AB has only the corner entry ab', and BA has only a'b. Hence [A,B] has the corner entry

ab' − a'b

and zeros elsewhere, so it lies in the algebra. The Lean proof checks the required zeros for all index pairs.

## An exponential series with three terms

```lean
/-- On the Heisenberg algebra the exponential series stops after the quadratic term. -/
theorem exp_eq (hX : X ∈ strictUpper) :
    NormedSpace.exp X = 1 + X + (1 / 2 : ℝ) • X ^ 2 := by
  simp only [NormedSpace.exp_eq_tsum (𝕂 := ℝ)]
  rw [tsum_eq_sum (s := Finset.range 3)]
  · simp [Finset.sum_range_succ, Nat.factorial]
  · -- all powers from the third on vanish
    intro n hn
    have h3 : 3 ≤ n := by simpa using hn
    rw [pow_eq_zero_of_le h3 (cube_eq_zero hX), smul_zero]
```

`NormedSpace.exp` is Mathlib's exponential, defined by the power series, and `•` multiplies a matrix by a number. Since X³ = 0, every higher power vanishes too, and

exp X = 1 + X + X²/2.

The proof writes the exponential as an infinite sum and uses `tsum_eq_sum` to restrict it to n = 0, 1, 2. The first bullet evaluates these three terms, and the second shows that all the others are zero.

For the calculations that follow, let U(p, q, r) be the matrix with ones on the diagonal, p at (0,1), q at (1,2), r at (0,2), and zeros below the diagonal. Then

exp X = U(a, b, c + ab/2),

and matrix multiplication gives

U(p, q, r) U(p', q', r') = U(p + p', q + q', r + r' + pq').

## Multiplying and exchanging two exponentials

```lean
/-- On the Heisenberg algebra the product of two exponentials is the exponential of `A + B + [A, B]
/ 2`. -/
theorem exp_mul_exp (hA : A ∈ strictUpper) (hB : B ∈ strictUpper) :
    NormedSpace.exp A * NormedSpace.exp B
      = NormedSpace.exp (A + B + (1 / 2 : ℝ) • comm A B) := by
  have hS : A + B + (1 / 2 : ℝ) • comm A B ∈ strictUpper :=
    add_mem (add_mem hA hB) (strictUpper.smul_mem _ (comm_mem hA hB))
  rw [exp_eq hA, exp_eq hB, exp_eq hS]
  -- compare the two polynomials entry by entry
  obtain ⟨a, b, c, rfl⟩ := exists_entries hA
  obtain ⟨a', b', c', rfl⟩ := exists_entries hB
  ext i j
  fin_cases i <;> fin_cases j <;>
    simp [comm, pow_two, Matrix.mul_apply, Fin.sum_univ_three, Matrix.one_apply] <;> ring
```

For any A and B in the algebra, the product of their exponentials is a single exponential with exponent A + B + [A,B]/2. By the multiplication rule, the left side is

exp A exp B = U(a + a', b + b', c + c' + ab/2 + a'b'/2 + ab').

The exponent on the right has entries a + a' and b + b' next to the diagonal, and c + c' + (ab' − a'b)/2 in the corner. The corner of its exponential is therefore

c + c' + (ab' − a'b)/2 + (a + a')(b + b')/2 = c + c' + ab/2 + a'b'/2 + ab',

which agrees with the left side.

In Lean, `hS` first establishes that the combined exponent lies in the algebra, so that `exp_eq` applies to all three exponentials. After that, the entries are compared, and `ring` does the remaining algebra.

The theorem is a special case of the Baker-Campbell-Hausdorff formula, whose exponent is in general a series of nested commutators. In this algebra [A,B] commutes with everything, so the series ends after its first commutator; the theorem treats this case directly and does not derive it from the general series.

```lean
/-- On the Heisenberg algebra, exchanging the order of two exponentials produces the factor `exp [A,
B]`. -/
theorem weyl_relation (hA : A ∈ strictUpper) (hB : B ∈ strictUpper) :
    NormedSpace.exp A * NormedSpace.exp B
      = NormedSpace.exp (comm A B) * (NormedSpace.exp B * NormedSpace.exp A) := by
  rw [exp_eq hA, exp_eq hB, exp_eq (comm_mem hA hB)]
  obtain ⟨a, b, c, rfl⟩ := exists_entries hA
  obtain ⟨a', b', c', rfl⟩ := exists_entries hB
  ext i j
  fin_cases i <;> fin_cases j <;>
    simp [comm, pow_two, Matrix.mul_apply, Fin.sum_univ_three, Matrix.one_apply] <;> ring
```

Exchanging the two factors costs a factor exp([A,B]). The reversed product is

exp B exp A = U(a + a', b + b', c + c' + ab/2 + a'b'/2 + a'b).

The square of [A,B] is zero, so exp([A,B]) = U(0, 0, ab' − a'b). Multiplying by it from the left adds ab' − a'b to the corner, which turns a'b into ab' and gives exp A exp B. The Lean proof makes this comparison directly from the quadratic polynomials.

The relation has the form of the Weyl relation for displacement operators in quantum mechanics, but it is proved here for finite real matrices, whose exponentials are not unitary except for the identity.

## Splitting exp(A + B) into steps

```lean
/-- The symmetric (Strang) splitting is exact on the Heisenberg algebra. -/
theorem strang_exact (hA : A ∈ strictUpper) (hB : B ∈ strictUpper) :
    NormedSpace.exp ((1 / 2 : ℝ) • A) * NormedSpace.exp B * NormedSpace.exp ((1 / 2 : ℝ) • A)
      = NormedSpace.exp (A + B) := by
  rw [exp_eq (strictUpper.smul_mem (1 / 2 : ℝ) hA), exp_eq hB, exp_eq (add_mem hA hB)]
  obtain ⟨a, b, c, rfl⟩ := exists_entries hA
  obtain ⟨a', b', c', rfl⟩ := exists_entries hB
  ext i j
  fin_cases i <;> fin_cases j <;>
    simp [pow_two, Matrix.mul_apply, Fin.sum_univ_three, Matrix.one_apply] <;> ring
```

The symmetric splitting, with half a step of A on either side of a full step of B, reproduces exp(A + B) without error. By hand, the half step is

exp(A/2) = U(a/2, b/2, c/2 + ab/8).

Multiplying by exp B gives

U(a/2 + a', b/2 + b', c/2 + c' + ab/8 + a'b'/2 + ab'/2).

The second half step brings the entries next to the diagonal to a + a' and b + b'. To the corner it adds c/2 + ab/8 + (a/2 + a')b/2, and the total is

c + c' + (a + a')(b + b')/2,

the corner of exp(A + B). The Lean proof performs the same expansion.

This exactness does not carry over to split-operator simulation in quantum mechanics. The kinetic and potential parts of a Hamiltonian do not lie in this algebra, and for them the symmetric splitting in general has an error, as it does already for the harmonic oscillator.

```lean
/-- On the Heisenberg algebra the Lie-Trotter product with `n ≠ 0` steps is the exponential of `A +
B + [A, B] / (2 n)`. -/
theorem lie_trotter (hA : A ∈ strictUpper) (hB : B ∈ strictUpper) {n : ℕ} (hn : n ≠ 0) :
    (NormedSpace.exp ((n : ℝ)⁻¹ • A) * NormedSpace.exp ((n : ℝ)⁻¹ • B)) ^ n
      = NormedSpace.exp (A + B + (1 / (2 * n) : ℝ) • comm A B) := by
  have hn' : (n : ℝ) ≠ 0 := Nat.cast_ne_zero.mpr hn
  -- the exponent of a single step
  have hstep : (n : ℝ)⁻¹ • A + (n : ℝ)⁻¹ • B
        + (1 / 2 : ℝ) • comm ((n : ℝ)⁻¹ • A) ((n : ℝ)⁻¹ • B)
      = (n : ℝ)⁻¹ • (A + B + (1 / (2 * n) : ℝ) • comm A B) := by
    simp only [comm, smul_mul_assoc, mul_smul_comm]
    module
  rw [exp_mul_exp (strictUpper.smul_mem _ hA) (strictUpper.smul_mem _ hB), hstep,
    ← Matrix.exp_nsmul, ← Nat.cast_smul_eq_nsmul ℝ, smul_smul, mul_inv_cancel₀ hn', one_smul]
```

Here `n` is a natural number other than zero, and `(n : ℝ)⁻¹` is the real number 1/n. The main identity, applied to A/n and B/n, gives the exponent of one step:

A/n + B/n + [A,B]/(2n²) = (1/n)(A + B + [A,B]/(2n)).

Taking the n-th power of the exponential multiplies this exponent by n, so

(exp(A/n) exp(B/n))ⁿ = exp(A + B + [A,B]/(2n)).

In the proof, `hstep` is the equation for the single step, and `Matrix.exp_nsmul` turns the power into a multiple of the exponent. Within this algebra, then, the exponent of the Lie-Trotter product differs from A + B by a term that falls off as 1/n.

```lean
/-- On the Heisenberg algebra `exp A exp B = exp (A + B)` holds exactly when the commutator
of `A` and `B` vanishes. -/
theorem exp_add_iff (hA : A ∈ strictUpper) (hB : B ∈ strictUpper) :
    NormedSpace.exp A * NormedSpace.exp B = NormedSpace.exp (A + B) ↔ comm A B = 0 := by
  constructor
  · intro h
    rw [exp_eq hA, exp_eq hB, exp_eq (add_mem hA hB)] at h
    obtain ⟨a, b, c, rfl⟩ := exists_entries hA
    obtain ⟨a', b', c', rfl⟩ := exists_entries hB
    -- the upper right corner contains the commutator
    have key : a * b' - a' * b = 0 := by
      have h02 := congrFun (congrFun h 0) 2
      simp [pow_two, Matrix.mul_apply, Fin.sum_univ_three, Matrix.one_apply] at h02
      linarith
    ext i j
    fin_cases i <;> fin_cases j <;> simp [comm]
    linarith
  · intro h
    rw [exp_mul_exp hA hB, h, smul_zero, add_zero]

end

end HeisenbergBCH
```

The symbol `↔` means "if and only if". For A and B in the algebra, the rule exp A exp B = exp(A + B), without a correction in the exponent, holds exactly when the two matrices commute.

For the forward direction, compare the corners of the two sides:

c + c' + ab/2 + a'b'/2 + ab' = c + c' + (a + a')(b + b')/2.

Subtracting leaves (ab' − a'b)/2 = 0. Since ab' − a'b is the only entry of [A,B] that can be nonzero, the commutator vanishes. In Lean, `congrFun (congrFun h 0) 2` extracts the (0,2) entry of the assumed matrix equation, and `key` records the result. For the converse, the main identity is applied with [A,B] = 0, and the correction in the exponent disappears.

```lean
#print axioms HeisenbergBCH.weyl_relation
#print axioms HeisenbergBCH.strang_exact
#print axioms HeisenbergBCH.lie_trotter
#print axioms HeisenbergBCH.exp_add_iff
```

```
'HeisenbergBCH.weyl_relation' depends on axioms: [propext, Classical.choice, Quot.sound]
'HeisenbergBCH.strang_exact' depends on axioms: [propext, Classical.choice, Quot.sound]
'HeisenbergBCH.lie_trotter' depends on axioms: [propext, Classical.choice, Quot.sound]
'HeisenbergBCH.exp_add_iff' depends on axioms: [propext, Classical.choice, Quot.sound]
```
